# The image potential with a smooth plasmon-recoil cutoff rises strictly with distance from the surface

In atomic units, the model gives a charge at distance z from a surface the image potential V(z) = −½ ∫₀^∞ e^(−2zq) / (1 + q²/q₀²) dq, where plasmon recoil damps wave numbers above a fixed q₀ > 0. The theorem `recoilImage_strictMonoOn` says that V is strictly increasing on z ≥ 0, the surface itself included. For 0 ≤ a < b, the proof first shows that the integrand at a exceeds the integrand at b for every q > 0, so the integral of the difference is positive. It then splits that integral into two, and the factor −½ turns the inequality into V(a) < V(b).

This version doesn't compile in Lean 4 with Mathlib:

```lean
import Mathlib

open MeasureTheory Set Filter Topology

namespace RecoilImageStrictMonoOn

noncomputable section

/-- Image potential (atomic units) at distance `z ≥ 0` from a surface, with plasmon recoil
cutting off wave numbers above `q0 > 0`. -/
def recoilImage (q0 z : ℝ) : ℝ :=
  -(1 / 2) * ∫ q in Ioi (0 : ℝ), Real.exp (-(2 * z * q)) / (1 + q ^ 2 / q0 ^ 2)

/-- The integral defining the recoil image potential converges for `q0 > 0` and every
`z ≥ 0`, the surface included. -/
theorem recoil_integrable {q0 z : ℝ} (hq0 : 0 < q0) (hz : 0 ≤ z) :
    IntegrableOn (fun q : ℝ => Real.exp (-(2 * z * q)) / (1 + q ^ 2 / q0 ^ 2)) (Ioi 0) := by
  -- the Lorentzian recoil factor dominates the integrand
  have hL : Integrable (fun q : ℝ => (1 + q ^ 2 / q0 ^ 2)⁻¹) := by
    simpa only [div_pow] using integrable_inv_one_add_sq.comp_div hq0.ne'
  refine Integrable.mono' hL.integrableOn (Continuous.aestronglyMeasurable ?_) ?_
  · refine Continuous.div (by fun_prop) (by fun_prop) (fun q => ?_)
    have h : 0 < 1 + q ^ 2 / q0 ^ 2 := by positivity
    exact h.ne'
  · filter_upwards [ae_restrict_mem measurableSet_Ioi] with q hq
    have hq' : 0 < q := hq
    have h : 0 ≤ 2 * z * q := by positivity
    rw [Real.norm_eq_abs, abs_of_nonneg (by positivity), div_eq_mul_inv]
    exact mul_le_of_le_one_left (by positivity) (Real.exp_le_one_iff.2 (by linarith))

/-- For `q0 > 0` the potential rises strictly with distance from the surface. -/
theorem recoilImage_strictMonoOn {q0 : ℝ} (hq0 : 0 < q0) :
    StrictMonoOn (recoilImage q0) (Ici 0) := by
  intro a ha b hb hab
  have hfa := recoil_integrable hq0 (mem_Ici.1 ha)
  have hfb := recoil_integrable hq0 (mem_Ici.1 hb)
  -- every plasmon mode contributes less at the larger distance
  have hpos : ∀ q ∈ Ioi (0 : ℝ), 0 < Real.exp (-(2 * a * q)) / (1 + q ^ 2 / q0 ^ 2)
      - Real.exp (-(2 * b * q)) / (1 + q ^ 2 / q0 ^ 2) := by
    intro q hq
    have hlt : Real.exp (-(2 * b * q)) < Real.exp (-(2 * a * q)) :=
      Real.exp_lt_exp.2 (by nlinarith [mul_pos (mem_Ioi.1 hq) (sub_pos.2 hab)])
    exact sub_pos.2 (div_lt_div_of_pos_right hlt (by positivity))
  have hi := (setIntegral_pos_iff_support_of_nonneg_ae
    ((ae_restrict_mem measurableSet_Ioi).mono fun q h => (hpos q h).le) (hfa.sub hfb)).2
    (lt_of_lt_of_le (by simp : 0 < volume (Ioi (0 : ℝ)))
      (measure_mono fun q h => ⟨(hpos q h).ne', h⟩))
  have hs := integral_sub hfa hfb
  simp only [Pi.sub_apply] at hi
  rw [hs] at hi
  unfold recoilImage
  linarith

end

end RecoilImageStrictMonoOn
```

The error:

```
Main.lean:49:2: error: `simp` made no progress
```

Diagnosis. The error says that `simp only [Pi.sub_apply] at hi` found nothing to rewrite. `Pi.sub_apply` turns a difference of functions applied to a point, `(f - g) q`, into the difference of values `f q - g q`. The term `hfa.sub hfb` does concern a difference of functions, but the positivity argument built from `hpos` had already led Lean to take the integrand as a difference of values. So `hi` was already in the form the `simp only` step was meant to produce, and `simp` fails when it changes nothing.

Deleting that line removes the error. The diff also replaces `rw [hs] at hi` with `have hd := hi.trans_eq hs`, which chains "0 < integral of the difference" with "that integral equals the difference of the integrals" and gives `linarith` the inequality it needs. Lean reported no fault in the `rw`, so nothing here shows that this second change was necessary.

The change, after which it compiles:

```diff
@@ -47,6 +47,5 @@
       (measure_mono fun q h => ⟨(hpos q h).ne', h⟩))
   have hs := integral_sub hfa hfb
-  simp only [Pi.sub_apply] at hi
-  rw [hs] at hi
+  have hd := hi.trans_eq hs
   unfold recoilImage
   linarith
```
